# Lowest levels and the zone-edge gap of three- and four-plane-wave Mathieu truncations

## A matrix on a finite list of wave numbers

The truncated Mathieu operator is taken here to be a real matrix, built by a rule from a finite list of integer wave numbers. It is not defined as a projection in a space of functions. The rule is read off from the action of the full operator on plane waves, which is proved separately.

The operator, with real q, is

−y″ + 2q cos(2x) y.

It describes one particle in a cosine potential of period π, in units where ħ²/2m = 1. Two derivatives of exp(ikx) give −k² exp(ikx), and

2 cos(2x) exp(ikx) = exp(i(k+2)x) + exp(i(k−2)x).

A plane wave is therefore multiplied by k² and coupled with strength q to k + 2 and k − 2. A truncation keeps the couplings within the list and drops those that lead out of it.

The list −2, 0, 2 belongs to the zone centre, and −3, −1, 1, 3 to the zone edge. The matrices are

centre: rows (4, q, 0), (q, 0, q), (0, q, 4)

edge: rows (9, q, 0, 0), (q, 1, q, 0), (0, q, 1, q), (0, 0, q, 9).

From here on x denotes an energy, as it does in the matrix theorems of the file. The levels of a matrix H are the real zeros of det(x − H).

## The lowest level at the zone centre

Expansion along the first row gives

det(x − H) = (x−4)(x(x−4) − q²) − q²(x−4) = (x−4)(x² − 4x − 2q²).

The zeros are 4 and 2 ± S, with S = √(4 + 2q²). Since S ≥ 2, the lowest is 2 − S.

Now let q ≠ 0 and u = q² > 0. The lower bound follows from

(2 + u/2)² = 4 + 2u + u²/4 > S²,

so S < 2 + u/2 and 2 − S > −q²/2.

For the upper bound, put T = 2 + u/2 − u²/16. Then

T² = S² − u³(16 − u)/256.

If u < 16, then T² < S² and hence T < S. If u ≥ 16, then u²/16 ≥ u, so T ≤ 2 − u/2 < 0 < S. In both cases 2 − S < −q²/2 + q⁴/16.

## Even and odd states at the zone edge

With α = x − 9 and β = x − 1, the determinant of the tridiagonal matrix is

(αβ − q²)² − q²α² = ((β − q)α − q²)((β + q)α − q²).

The two factors correspond to parity under k → −k. Let s = 1 for even and s = −1 for odd vectors. A vector of parity s has components (v₀, v₁, v₂, v₃) = (sa, sb, b, a), and the eigenvalue equation reduces to

q b = (x − 9) a

q a = (x − 1 − sq) b.

A nonzero solution exists exactly when

(x − 1 − sq)(x − 9) − q² = 0.

Dividing the vector by √(2(a² + b²)) normalises it.

## The gap between the two lowest levels

Let q > 0. The lower roots of the even and odd factors are

E₊ = (10 + q − A)/2, A = √((8 − q)² + 4q²)

E₋ = (10 − q − B)/2, B = √((8 + q)² + 4q²).

At x = 9 each factor equals −q² < 0, so each has one root below 9 and one above. The two lowest levels are therefore E₊ and E₋, and their difference is

E₊ − E₋ = q + (B − A)/2.

Since B² − A² = 32q > 0, we have B > A, and the difference exceeds q. Also A > 8 − q and B > 8 + q, so A + B > 16. Then B − A = 32q/(A + B) < 2q, and

q < E₊ − E₋ < 2q.

The odd state is the lowest one. For a non-interacting particle in this one-dimensional potential, the difference is the four-plane-wave approximation to the first band gap, and it stays below the first-order value 2q.

## What the theorems state

`truncation q k` is the matrix for the list `k : Fin n → ℤ`. Its entry in row `i` and column `j` is the coefficient with which the plane wave `k j` feeds the plane wave `k i`. `centre` and `edge` are the two cases above, and `levels` is the set of real zeros of the determinant, without multiplicities.

`edgeLevel q` is E₊. Changing the sign of q exchanges the two factors, so `edgeLevel (-q)` is E₋.

- `centre_lowest` says that 2 − S is the least element of `levels (centre q)` for every real q, and gives the two strict bounds for q ≠ 0.
- `edge_parity` says that the factor with sign s vanishes at x exactly when `edge q` has a nonzero eigenvector of parity s with eigenvalue x. Reversal of the wave number is `i.rev`, which reverses the order of the four indices.
- `edge_lowest_two` says that for q > 0 the least level is `edgeLevel (-q)`, and that `edgeLevel q` is the least of the levels that remain when it is removed.
- `edge_gap` bounds their difference by q and 2q.

All of this concerns matrices of size three and four. How far their levels lie from those of the full operator, and how they converge as plane waves are added, is a separate question.

## The Lean file

```lean
import Mathlib

open Matrix

namespace MathieuPlaneWaves

noncomputable section

/-- The plane wave `exp(ikx)` with integer wave number `k`. -/
def planeWave (k : ℤ) (x : ℝ) : ℂ := Complex.exp (Complex.I * k * x)

/-- The Mathieu operator `-y'' + 2q cos(2x) y`. -/
def mathieuOp (q : ℝ) (y : ℝ → ℂ) (x : ℝ) : ℂ :=
  -deriv (deriv y) x + 2 * q * Complex.cos (2 * x) * y x

/-- The matrix with entry `k²` between equal wave numbers and `q` between wave numbers that differ
by two. If the `k i` are distinct, it is the Mathieu operator truncated to these plane waves. -/
def truncation {n : ℕ} (q : ℝ) (k : Fin n → ℤ) : Matrix (Fin n) (Fin n) ℝ :=
  Matrix.of fun i j => (if k i = k j then (k j : ℝ) ^ 2 else 0) +
    (if k i = k j + 2 ∨ k i = k j - 2 then q else 0)

/-- The truncation at the zone centre, with wave numbers `-2, 0, 2`. -/
def centre (q : ℝ) : Matrix (Fin 3) (Fin 3) ℝ := truncation q ![-2, 0, 2]

/-- The truncation at the zone edge, with wave numbers `-3, -1, 1, 3`. -/
def edge (q : ℝ) : Matrix (Fin 4) (Fin 4) ℝ := truncation q ![-3, -1, 1, 3]

/-- The levels of a real matrix `H`: the real zeros `x` of the determinant of `x - H`. -/
def levels {n : ℕ} (H : Matrix (Fin n) (Fin n) ℝ) : Set ℝ :=
  {x | (x • (1 : Matrix (Fin n) (Fin n) ℝ) - H).det = 0}

/-- The lower root of `(x - 1 - q)(x - 9) - q²`. -/
def edgeLevel (q : ℝ) : ℝ := (10 + q - √((8 - q) ^ 2 + 4 * q ^ 2)) / 2

/-- The Mathieu operator multiplies a plane wave by `k²` and couples it with strength `q` to the
plane waves `k + 2` and `k - 2`. -/
theorem mathieuOp_planeWave (q : ℝ) (k : ℤ) (x : ℝ) :
    mathieuOp q (planeWave k) x =
      k ^ 2 * planeWave k x + q * planeWave (k + 2) x + q * planeWave (k - 2) x := by
  have hd : ∀ t : ℝ, HasDerivAt (planeWave k) (Complex.I * k * planeWave k t) t := by
    intro t
    have h : HasDerivAt (fun u : ℝ => Complex.I * k * (u : ℂ)) (Complex.I * k) t := by
      simpa using ((hasDerivAt_id (t : ℂ)).const_mul (Complex.I * k)).comp_ofReal
    exact HasDerivAt.congr_deriv (f := planeWave k) h.cexp (mul_comm _ _)
  have h1 : deriv (planeWave k) = fun t => Complex.I * k * planeWave k t :=
    funext fun t => (hd t).deriv
  have h2 := ((hd x).const_mul (Complex.I * k)).deriv
  -- the cosine shifts the wave number by two in either direction
  have hp : planeWave (k + 2) x = planeWave k x * Complex.exp (2 * x * Complex.I) := by
    unfold planeWave
    rw [← Complex.exp_add]
    congr 1
    push_cast
    ring
  have hm : planeWave (k - 2) x = planeWave k x * Complex.exp (-(2 * x) * Complex.I) := by
    unfold planeWave
    rw [← Complex.exp_add]
    congr 1
    push_cast
    ring
  unfold mathieuOp
  rw [h1, h2, hp, hm, Complex.cos]
  linear_combination (-(k : ℂ) ^ 2 * planeWave k x) * Complex.I_sq

/-- The two truncations written out: tridiagonal matrices with diagonals `(4, 0, 4)` and
`(9, 1, 1, 9)` and off-diagonal `q`. -/
theorem truncations_explicit (q : ℝ) :
    centre q = !![4, q, 0; q, 0, q; 0, q, 4] ∧
    edge q = !![9, q, 0, 0; q, 1, q, 0; 0, q, 1, q; 0, 0, q, 9] := by
  constructor
  · ext i j
    fin_cases i <;> fin_cases j <;> norm_num [centre, truncation]
  · ext i j
    fin_cases i <;> fin_cases j <;> norm_num [edge, truncation]

/-- The characteristic polynomial at the zone centre. -/
theorem centre_det (q x : ℝ) :
    (x • (1 : Matrix (Fin 3) (Fin 3) ℝ) - centre q).det
      = (x - 4) * (x ^ 2 - 4 * x - 2 * q ^ 2) := by
  have h : x • (1 : Matrix (Fin 3) (Fin 3) ℝ) - centre q
      = !![x - 4, -q, 0; -q, x, -q; 0, -q, x - 4] := by
    rw [(truncations_explicit q).1]
    ext i j
    fin_cases i <;> fin_cases j <;> simp
  rw [h, Matrix.det_fin_three]
  simp
  ring

/-- The lowest level at the zone centre is `2 - √(4 + 2q²)`, and for `q ≠ 0` it lies strictly
between `-q²/2` and `-q²/2 + q⁴/16`. -/
theorem centre_lowest (q : ℝ) :
    IsLeast (levels (centre q)) (2 - √(4 + 2 * q ^ 2)) ∧
    (q ≠ 0 → -q ^ 2 / 2 < 2 - √(4 + 2 * q ^ 2) ∧
      2 - √(4 + 2 * q ^ 2) < -q ^ 2 / 2 + q ^ 4 / 16) := by
  have hS : √(4 + 2 * q ^ 2) ^ 2 = 4 + 2 * q ^ 2 := Real.sq_sqrt (by positivity)
  have hS0 : 0 ≤ √(4 + 2 * q ^ 2) := Real.sqrt_nonneg _
  set S := √(4 + 2 * q ^ 2)
  refine ⟨⟨?_, ?_⟩, ?_⟩
  · change (_ : Matrix (Fin 3) (Fin 3) ℝ).det = 0
    rw [centre_det]
    linear_combination (2 - S - 4) * hS
  · intro x hx
    change (_ : Matrix (Fin 3) (Fin 3) ℝ).det = 0 at hx
    rw [centre_det] at hx
    rcases mul_eq_zero.1 hx with h | h
    · linarith
    · by_contra hc
      have hc' : S < 2 - x := by linarith [not_le.1 hc]
      nlinarith
  · intro hq
    have hu : 0 < q ^ 2 := by positivity
    have h4 : q ^ 4 = (q ^ 2) ^ 2 := by ring
    rw [h4]
    set u := q ^ 2
    constructor
    · by_contra hc
      have hc' : 2 + u / 2 ≤ S := by linarith [not_lt.1 hc]
      nlinarith
    · by_contra hc
      have hc' : S ≤ 2 + u / 2 - u ^ 2 / 16 := by linarith [not_lt.1 hc]
      rcases lt_or_ge u 16 with h | h
      · have h1 := mul_self_le_mul_self hS0 hc'
        have h2 : 0 < u ^ 3 * (16 - u) := mul_pos (by positivity) (by linarith)
        nlinarith
      · nlinarith [mul_nonneg hu.le (sub_nonneg.2 h)]

/-- The characteristic polynomial at the zone edge is a product of two quadratics. -/
theorem edge_det (q x : ℝ) :
    (x • (1 : Matrix (Fin 4) (Fin 4) ℝ) - edge q).det
      = ((x - 1 - q) * (x - 9) - q ^ 2) * ((x - 1 + q) * (x - 9) - q ^ 2) := by
  have h : x • (1 : Matrix (Fin 4) (Fin 4) ℝ) - edge q
      = !![x - 9, -q, 0, 0; -q, x - 1, -q, 0; 0, -q, x - 1, -q; 0, 0, -q, x - 9] := by
    rw [(truncations_explicit q).2]
    ext i j
    fin_cases i <;> fin_cases j <;> simp
  rw [h]
  simp [Matrix.det_succ_row_zero, Fin.sum_univ_succ, Fin.succAbove]
  ring

/-- The factor with sign `s = 1` (`s = -1`) vanishes exactly at the energies of nonzero
eigenvectors that are even (odd) under reversal of the wave number. -/
theorem edge_parity (q x s : ℝ) (hs : s = 1 ∨ s = -1) :
    (x - 1 - s * q) * (x - 9) - q ^ 2 = 0 ↔
      ∃ v : Fin 4 → ℝ, v ≠ 0 ∧ (∀ i, v i.rev = s * v i) ∧ edge q *ᵥ v = x • v := by
  have hs2 : s * s = 1 := by rcases hs with rfl | rfl <;> norm_num
  rw [(truncations_explicit q).2]
  constructor
  · intro hF
    -- solve the two-component problem of the given parity
    obtain ⟨a, b, hab, ha, hb⟩ : ∃ a b : ℝ, (a ≠ 0 ∨ b ≠ 0) ∧
        q * b = (x - 9) * a ∧ q * a = (x - 1 - s * q) * b := by
      by_cases hx : x - 9 = 0
      · have hq : q = 0 := by
          rw [hx] at hF
          exact pow_eq_zero_iff (two_ne_zero) |>.1 (by linarith)
        exact ⟨1, 0, Or.inl one_ne_zero, by rw [hx]; ring, by rw [hq]; ring⟩
      · exact ⟨q, x - 9, Or.inr hx, by ring, by linear_combination -hF⟩
    refine ⟨![s * a, s * b, b, a], ?_, ?_, ?_⟩
    · intro h
      have h3 : a = 0 := congrFun h 3
      have h2 : b = 0 := congrFun h 2
      exact hab.elim (fun h => h h3) (fun h => h h2)
    · intro i
      fin_cases i
      · change a = s * (s * a)
        linear_combination -a * hs2
      · change b = s * (s * b)
        linear_combination -b * hs2
      · rfl
      · rfl
    · ext i
      fin_cases i <;> simp [Matrix.mulVec, dotProduct, Fin.sum_univ_succ]
      · linear_combination s * ha
      · linear_combination s * hb - q * b * hs2
      · linear_combination hb
      · linear_combination ha
  · rintro ⟨v, hv, hp, he⟩
    have v0 : v 0 = s * v 3 := hp 3
    have v1 : v 1 = s * v 2 := hp 2
    have e2 := congrFun he 2
    have e3 := congrFun he 3
    simp [Matrix.mulVec, dotProduct, Fin.sum_univ_four] at e2 e3
    rw [v1] at e2
    by_contra hF
    have h2 : v 2 = 0 := (mul_eq_zero.1 (show
      ((x - 1 - s * q) * (x - 9) - q ^ 2) * v 2 = 0 by
        linear_combination -(x - 9) * e2 - q * e3)).resolve_left hF
    have h3 : v 3 = 0 := (mul_eq_zero.1 (show
      ((x - 1 - s * q) * (x - 9) - q ^ 2) * v 3 = 0 by
        linear_combination -(x - 1 - s * q) * e3 - q * e2)).resolve_left hF
    apply hv
    ext i
    fin_cases i
    · change v 0 = 0
      rw [v0, h3, mul_zero]
    · change v 1 = 0
      rw [v1, h2, mul_zero]
    · exact h2
    · exact h3

/-- For `q ≠ 0` the quadratic `(x - 1 - q)(x - 9) - q²` has exactly two roots, `edgeLevel q`
below 9 and `10 + q - edgeLevel q` above 9. -/
theorem edge_roots (q : ℝ) (hq : q ≠ 0) :
    edgeLevel q < 9 ∧ 9 < 10 + q - edgeLevel q ∧
    ∀ x, (x - 1 - q) * (x - 9) - q ^ 2 = 0 ↔
      x = edgeLevel q ∨ x = 10 + q - edgeLevel q := by
  have hS : √((8 - q) ^ 2 + 4 * q ^ 2) ^ 2 = (8 - q) ^ 2 + 4 * q ^ 2 :=
    Real.sq_sqrt (by positivity)
  have hq2 : 0 < q ^ 2 := by positivity
  have hlt := abs_lt.1 (abs_lt_of_sq_lt_sq
    (show (8 - q) ^ 2 < √((8 - q) ^ 2 + 4 * q ^ 2) ^ 2 by rw [hS]; linarith)
    (Real.sqrt_nonneg _))
  unfold edgeLevel
  set S := √((8 - q) ^ 2 + 4 * q ^ 2)
  refine ⟨by linarith [hlt.1], by linarith [hlt.2], fun x => ?_⟩
  have hfac : (x - 1 - q) * (x - 9) - q ^ 2
      = (x - (10 + q - S) / 2) * (x - (10 + q - (10 + q - S) / 2)) := by
    linear_combination (1 / 4) * hS
  rw [hfac, mul_eq_zero, sub_eq_zero, sub_eq_zero]

/-- For `q > 0` the distance between `edgeLevel q` and `edgeLevel (-q)` lies strictly between
`q` and `2q`. -/
theorem edge_gap (q : ℝ) (hq : 0 < q) :
    q < edgeLevel q - edgeLevel (-q) ∧ edgeLevel q - edgeLevel (-q) < 2 * q := by
  have hA := (edge_roots q hq.ne').2.1
  have hB := (edge_roots (-q) (neg_ne_zero.2 hq.ne')).2.1
  unfold edgeLevel at *
  have sA : √((8 - q) ^ 2 + 4 * q ^ 2) ^ 2 = (8 - q) ^ 2 + 4 * q ^ 2 :=
    Real.sq_sqrt (by positivity)
  have sB : √((8 - -q) ^ 2 + 4 * (-q) ^ 2) ^ 2 = (8 - -q) ^ 2 + 4 * (-q) ^ 2 :=
    Real.sq_sqrt (by positivity)
  have hA0 := Real.sqrt_nonneg ((8 - q) ^ 2 + 4 * q ^ 2)
  have hB0 := Real.sqrt_nonneg ((8 - -q) ^ 2 + 4 * (-q) ^ 2)
  set A := √((8 - q) ^ 2 + 4 * q ^ 2)
  set B := √((8 - -q) ^ 2 + 4 * (-q) ^ 2)
  have hsum : 0 < A + B - 16 := by linarith
  have hdiff : (B - A) * (A + B) = 32 * q := by linear_combination sB - sA
  constructor
  · have : 0 < B - A := by
      by_contra hc
      nlinarith [mul_nonneg (sub_nonneg.2 (not_lt.1 hc)) (add_nonneg hA0 hB0)]
    linarith
  · by_contra hc
    have hc' : 0 ≤ B - A - 2 * q := by linarith [not_lt.1 hc]
    nlinarith [mul_nonneg hc' (add_nonneg hA0 hB0), mul_pos hq hsum]

/-- For `q > 0` the lowest level at the zone edge is `edgeLevel (-q)`, and `edgeLevel q` is the
lowest of the remaining levels. -/
theorem edge_lowest_two (q : ℝ) (hq : 0 < q) :
    IsLeast (levels (edge q)) (edgeLevel (-q)) ∧
    IsLeast (levels (edge q) \ {edgeLevel (-q)}) (edgeLevel q) := by
  obtain ⟨p1, p2, hp⟩ := edge_roots q hq.ne'
  obtain ⟨m1, m2, hm⟩ := edge_roots (-q) (neg_ne_zero.2 hq.ne')
  have hgap := (edge_gap q hq).1
  -- the four levels, two from each parity
  have hmem : ∀ x, x ∈ levels (edge q) ↔ (x = edgeLevel q ∨ x = 10 + q - edgeLevel q) ∨
      (x = edgeLevel (-q) ∨ x = 10 + -q - edgeLevel (-q)) := by
    intro x
    have h2 : (x - 1 + q) * (x - 9) - q ^ 2 = (x - 1 - -q) * (x - 9) - (-q) ^ 2 := by ring
    change (_ : Matrix (Fin 4) (Fin 4) ℝ).det = 0 ↔ _
    rw [edge_det, mul_eq_zero, h2, hp x, hm x]
  refine ⟨⟨(hmem _).2 (Or.inr (Or.inl rfl)), ?_⟩,
    ⟨⟨(hmem _).2 (Or.inl (Or.inl rfl)), ?_⟩, ?_⟩⟩
  · intro x hx
    rcases (hmem x).1 hx with (h | h) | (h | h) <;> linarith
  · intro h
    have h' : edgeLevel q = edgeLevel (-q) := h
    linarith
  · rintro x ⟨hx, hne⟩
    rcases (hmem x).1 hx with (h | h) | (h | h)
    · linarith
    · linarith
    · exact absurd h hne
    · linarith

end

end MathieuPlaneWaves
```

```lean
#print axioms MathieuPlaneWaves.mathieuOp_planeWave
#print axioms MathieuPlaneWaves.centre_lowest
#print axioms MathieuPlaneWaves.edge_parity
#print axioms MathieuPlaneWaves.edge_lowest_two
```

```
'MathieuPlaneWaves.mathieuOp_planeWave' depends on axioms: [propext, Classical.choice, Quot.sound]
'MathieuPlaneWaves.centre_lowest' depends on axioms: [propext, Classical.choice, Quot.sound]
'MathieuPlaneWaves.edge_parity' depends on axioms: [propext, Classical.choice, Quot.sound]
'MathieuPlaneWaves.edge_lowest_two' depends on axioms: [propext, Classical.choice, Quot.sound]
```

## How the proofs follow the calculation

`mathieuOp_planeWave` differentiates the plane wave twice, writes the cosine as two exponentials, and identifies the products as shifted plane waves. The final `linear_combination` uses i² = −1. `truncations_explicit` then checks the two matrices entry by entry.

`centre_det` and `edge_det` expand the determinants and leave the factorisation to `ring`. For the four-by-four matrix the expansion is by cofactors, where the derivation above used the tridiagonal form.

In `centre_lowest`, membership of 2 − S follows from S² = 4 + 2q². For minimality, a zero of the determinant is either 4 or a root of the quadratic. A root below 2 − S would give S < 2 − x, which contradicts (2 − x)² = S². The bounds are proved by contradiction from the same squared comparisons, with the same split at u = 16.

`edge_parity` builds the eigenvector from a solution of the two-component problem. If x ≠ 9, it takes a = q and b = x − 9. If x = 9, the vanishing factor forces q = 0, and a = 1, b = 0 works. In the other direction, the equations for v₂ and v₃ are combined so that the factor multiplies each component separately. If the factor were nonzero, both components would vanish, and by parity so would the whole vector.

`edge_roots` gets |8 − q| < A by comparing squares, which places the roots on either side of 9, and then factors the quadratic explicitly. `edge_gap` applies it to q and −q to obtain A + B > 16, and combines this with (B − A)(A + B) = 32q.

`edge_lowest_two` lists the four roots through `edge_det` and `edge_roots`. The ordering then follows by `linarith` from the position of the roots relative to 9 and from the positive gap.
